# For a single spin-1/2, the multiplier search for zero moment has a unique maximiser but no pure state

Q: I constrain a noncollinear moment to zero, the multipliers converge, and I take an eigenvector at the converged field as my constrained state. What can go wrong?

A: For one spin-1/2 with no other Hamiltonian, that normalised spinor has a moment of length one, not zero. The multiplier is right, but no spinor satisfies the constraint.

Q: Then show me the model before the theorem.

A: The field V has three real components, numbered 0, 1, 2 for x, y, z, and the constraint Hamiltonian is

V·σ = V₀σ_x + V₁σ_y + V₂σ_z.

```lean
import Mathlib

open Matrix
open scoped ComplexOrder

namespace NoncollinearConstraint

noncomputable section

/-- Real three-component vectors: constraint fields and spin moments. -/
abbrev Vec3 := EuclideanSpace ℝ (Fin 3)

/-- The three Pauli matrices, in the order x, y, z. -/
def pauli : Fin 3 → Matrix (Fin 2) (Fin 2) ℂ :=
  ![!![0, 1; 1, 0], !![0, -Complex.I; Complex.I, 0], !![1, 0; 0, -1]]

/-- The constraint Hamiltonian `V·σ`, with one multiplier for each Pauli matrix. -/
def field (V : Vec3) : Matrix (Fin 2) (Fin 2) ℂ := ∑ k, (V k : ℂ) • pauli k
```

Q: Your moment takes a real part. Does that hide anything?

A: No. Pauli matrices are Hermitian, so their expectation values are real already. `moment` collects the three values, without a factor 1/2 or a Bohr magneton. Normalisation is a separate hypothesis, `star ψ ⬝ᵥ ψ = 1`.

```lean
/-- The three real numbers `Re (ψ† σ_k ψ)`. For a normalised spinor they are its Pauli expectation
values, which form its spin moment. -/
def moment (ψ : Fin 2 → ℂ) : Vec3 :=
  WithLp.toLp 2 fun k => (star ψ ⬝ᵥ pauli k *ᵥ ψ).re
```

Q: And the function being maximised?

A: Let E₀(V) be the lowest eigenvalue of V·σ, in Lean `groundEnergy`, the infimum of the real eigenvalues. For a target moment m, the dual function is

D(V) = E₀(V) − V·m.

`dual m V` is this function. The last definition, `blochState m`, is a density matrix when ‖m‖ ≤ 1, and we need it later.

```lean
/-- The lowest eigenvalue of `V·σ`. -/
def groundEnergy (V : Vec3) : ℝ :=
  sInf {E : ℝ | ∃ ψ : Fin 2 → ℂ, ψ ≠ 0 ∧ field V *ᵥ ψ = (E : ℂ) • ψ}

/-- The dual function of the multiplier search for the target moment `m`:
the lowest eigenvalue of `V·σ` minus `V·m`. -/
def dual (m V : Vec3) : ℝ := groundEnergy V - inner ℝ V m

/-- The matrix `(1 + m·σ)/2`, which is a spin density matrix when `‖m‖ ≤ 1`. -/
def blochState (m : Vec3) : Matrix (Fin 2) (Fin 2) ℂ := (1 / 2 : ℂ) • (1 + field m)
```

Q: An infimum need not be an eigenvalue.

A: Here it is one. Writing out the matrix gives

det(V·σ − E) = (V₂ − E)(−V₂ − E) − (V₀ − iV₁)(V₀ + iV₁) = E² − ‖V‖².

So E is an eigenvalue exactly when E² = ‖V‖², that is, E = ±‖V‖, and the lowest is

E₀(V) = −‖V‖.

In Lean, `Matrix.exists_mulVec_eq_zero_iff` exchanges a nonzero eigenvector for a vanishing determinant. `groundEnergy_eq` then proves that −‖V‖ is the least element of the set, so the infimum is attained.

```lean
/-- The constraint Hamiltonian written out as a two-by-two matrix. -/
theorem field_eq (V : Vec3) :
    field V = !![(V 2 : ℂ), V 0 - V 1 * Complex.I; V 0 + V 1 * Complex.I, -(V 2 : ℂ)] := by
  ext i j
  fin_cases i <;> fin_cases j <;> simp [field, pauli, Fin.sum_univ_three, sub_eq_add_neg]

/-- The squared length of a vector is the sum of its squared components. -/
theorem norm_sq_three (V : Vec3) : ‖V‖ ^ 2 = V 0 ^ 2 + V 1 ^ 2 + V 2 ^ 2 := by
  rw [EuclideanSpace.norm_sq_eq]
  simp [Fin.sum_univ_three]

/-- A real number `E` is an eigenvalue of `V·σ` exactly when `E² = ‖V‖²`. -/
theorem eigenvalue_iff (V : Vec3) (E : ℝ) :
    (∃ ψ : Fin 2 → ℂ, ψ ≠ 0 ∧ field V *ᵥ ψ = (E : ℂ) • ψ) ↔ E ^ 2 = ‖V‖ ^ 2 := by
  have key : ∀ ψ : Fin 2 → ℂ, field V *ᵥ ψ = (E : ℂ) • ψ ↔
      (field V - (E : ℂ) • (1 : Matrix (Fin 2) (Fin 2) ℂ)) *ᵥ ψ = 0 := by
    intro ψ
    rw [Matrix.sub_mulVec, Matrix.smul_mulVec, Matrix.one_mulVec, sub_eq_zero]
  -- the secular determinant
  have hdet : (field V - (E : ℂ) • (1 : Matrix (Fin 2) (Fin 2) ℂ)).det
      = ((E ^ 2 - ‖V‖ ^ 2 : ℝ) : ℂ) := by
    rw [norm_sq_three, field_eq, Matrix.det_fin_two]
    simp
    linear_combination (V 1 : ℂ) ^ 2 * Complex.I_sq
  simp only [key]
  rw [Matrix.exists_mulVec_eq_zero_iff, hdet, Complex.ofReal_eq_zero, sub_eq_zero]

/-- The lowest eigenvalue of `V·σ` is `-‖V‖`. -/
theorem groundEnergy_eq (V : Vec3) : groundEnergy V = -‖V‖ := by
  have h : IsLeast {E : ℝ | ∃ ψ : Fin 2 → ℂ, ψ ≠ 0 ∧ field V *ᵥ ψ = (E : ℂ) • ψ}
      (-‖V‖) := by
    refine ⟨(eigenvalue_iff V _).2 (by ring), fun E hE => ?_⟩
    have hsq := (eigenvalue_iff V E).1 hE
    have h0 := norm_nonneg V
    rcases sq_eq_sq_iff_eq_or_eq_neg.1 hsq with h | h <;> linarith
  exact h.csInf_eq
```

Q: Why can't a cleverly chosen spinor have zero moment?

A: Write ψ = (a, b) with |a|² + |b|² = 1. Its moment has components

2 Re(a*b), 2 Im(a*b), |a|² − |b|².

The sum of their squares is

4|a|²|b|² + (|a|² − |b|²)² = (|a|² + |b|²)² = 1.

Lean does this in real and imaginary parts. With n = |a|² + |b|², the `linear_combination` step uses n² − 1 = (n + 1)(n − 1).

```lean
/-- The spin moment of a normalised spinor has length one. -/
theorem norm_moment (ψ : Fin 2 → ℂ) (hψ : star ψ ⬝ᵥ ψ = 1) : ‖moment ψ‖ = 1 := by
  have hn : (ψ 0).re ^ 2 + (ψ 0).im ^ 2 + (ψ 1).re ^ 2 + (ψ 1).im ^ 2 = 1 := by
    have h := congrArg Complex.re hψ
    simp [dotProduct, Fin.sum_univ_two] at h
    linear_combination h
  have hsq : ‖moment ψ‖ ^ 2 = 1 := by
    rw [norm_sq_three]
    simp [moment, pauli, Matrix.mulVec, dotProduct, Fin.sum_univ_two]
    linear_combination
      ((ψ 0).re ^ 2 + (ψ 0).im ^ 2 + (ψ 1).re ^ 2 + (ψ 1).im ^ 2 + 1) * hn
  nlinarith [norm_nonneg (moment ψ)]
```

Q: So the spinor is excluded. Where does the unique maximiser come from?

A: From Cauchy-Schwarz, −V·m ≤ ‖V‖‖m‖. Hence

D(V) = −‖V‖ − V·m ≤ −‖V‖(1 − ‖m‖).

If ‖m‖ < 1 and V ≠ 0, the right side is negative, while D(0) = 0. The final `nlinarith` receives the positive product ‖V‖(1 − ‖m‖) and closes the inequality. The second half of the theorem is immediate: a normalised spinor with moment m would force ‖m‖ = 1.

```lean
/-- For a target moment shorter than one, the dual function has `V = 0` as its unique
maximiser, yet no normalised spinor has the target moment. -/
theorem multiplier_search_without_pure_state (m : Vec3) (hm : ‖m‖ < 1) :
    (∀ V : Vec3, V ≠ 0 → dual m V < dual m 0) ∧
      ¬ ∃ ψ : Fin 2 → ℂ, star ψ ⬝ᵥ ψ = 1 ∧ moment ψ = m := by
  constructor
  · intro V hV
    have hpos : 0 < ‖V‖ := norm_pos_iff.2 hV
    -- Cauchy-Schwarz bounds the gain from the linear term
    have hcs := (abs_le.1 (abs_real_inner_le_norm V m)).1
    have h0 : dual m 0 = 0 := by simp [dual, groundEnergy_eq]
    rw [h0, dual, groundEnergy_eq]
    nlinarith [mul_pos hpos (sub_pos.2 hm)]
  · rintro ⟨ψ, hψ, rfl⟩
    exact absurd (norm_moment ψ hψ) hm.ne
```

Q: And my zero-moment case?

A: Set m = 0. The linear term disappears, and D is E₀ itself.

```lean
/-- The lowest eigenvalue of `V·σ` is largest at `V = 0` and only there, yet no normalised
spinor has all three Pauli expectation values equal to zero. -/
theorem vanishing_moment :
    (∀ V : Vec3, V ≠ 0 → groundEnergy V < groundEnergy 0) ∧
      ¬ ∃ ψ : Fin 2 → ℂ, star ψ ⬝ᵥ ψ = 1 ∧ moment ψ = 0 := by
  have h := multiplier_search_without_pure_state 0 (by simp)
  refine ⟨fun V hV => ?_, h.2⟩
  have hV' := h.1 V hV
  simpa [dual] using hV'
```

Q: Is the target unphysical, then?

A: No, an ensemble reaches it. Take

ρ = (1 + m·σ)/2.

Since tr σ_k = 0 and tr(σ_jσ_k) = 2δ_jk, we get tr ρ = 1 and tr(ρσ_k) = m_k. Since (m·σ)² = ‖m‖² and ρ† = ρ,

ρ†ρ = (1 + 2m·σ + ‖m‖²)/4 = ρ − (1 − ‖m‖²)/4.

Thus ρ is ρ†ρ plus a nonnegative multiple of the identity when ‖m‖ ≤ 1, and so it is positive semidefinite. Lean checks this identity entry by entry in `hsplit`. For m = 0, ρ is the equal mixture of spin up and spin down.

```lean
/-- For a target moment of length at most one, `(1 + m·σ)/2` is a positive semidefinite
matrix of trace one whose Pauli expectation values are the components of `m`. -/
theorem ensemble_has_moment (m : Vec3) (hm : ‖m‖ ≤ 1) :
    (blochState m).PosSemidef ∧ (blochState m).trace = 1 ∧
      ∀ k, (blochState m * pauli k).trace = (m k : ℂ) := by
  refine ⟨?_, ?_, ?_⟩
  · have hH : (blochState m)ᴴ = blochState m := by
      rw [blochState, field_eq]
      ext i j
      fin_cases i <;> fin_cases j <;> simp [sub_eq_add_neg] <;> ring
    -- the Cayley-Hamilton identity shows positivity
    have hsplit : blochState m = (blochState m)ᴴ * blochState m +
        (((1 - ‖m‖ ^ 2) / 4 : ℝ) : ℂ) • (1 : Matrix (Fin 2) (Fin 2) ℂ) := by
      rw [hH, norm_sq_three, blochState, field_eq]
      ext i j
      fin_cases i <;> fin_cases j
      · simp [Matrix.mul_apply, Fin.sum_univ_two]
        linear_combination ((m 1 : ℂ) ^ 2 / 4) * Complex.I_sq
      · simp [Matrix.mul_apply, Fin.sum_univ_two]
        ring
      · simp [Matrix.mul_apply, Fin.sum_univ_two]
        ring
      · simp [Matrix.mul_apply, Fin.sum_univ_two]
        linear_combination ((m 1 : ℂ) ^ 2 / 4) * Complex.I_sq
    have hc : (0 : ℝ) ≤ (1 - ‖m‖ ^ 2) / 4 := by nlinarith [norm_nonneg m]
    rw [hsplit]
    exact (Matrix.posSemidef_conjTranspose_mul_self _).add
      (Matrix.PosSemidef.one.smul (Complex.zero_le_real.2 hc))
  · rw [blochState, field_eq, Matrix.trace_fin_two]
    simp
    ring
  · intro k
    rw [blochState, field_eq, Matrix.trace_fin_two]
    fin_cases k
    · simp [pauli, Matrix.mul_apply, Fin.sum_univ_two]
      ring
    · simp [pauli, Matrix.mul_apply, Fin.sum_univ_two]
      linear_combination (-(m 1 : ℂ)) * Complex.I_sq
    · simp [pauli, Matrix.mul_apply, Fin.sum_univ_two]
      ring
```

Q: Would ‖m‖ ≤ 1 have been enough for the unique maximiser?

A: No. If ‖m‖ = 1, put V = −t m with t ≥ 0:

D(−t m) = −t + t = 0 = D(0).

Every t > 0 gives a nonzero field with the same value as V = 0.

```lean
/-- For a target moment of length one, the dual function is constant along the ray
`V = -t m` with `t ≥ 0`. -/
theorem dual_flat_of_unit_moment (m : Vec3) (hm : ‖m‖ = 1) (t : ℝ) (ht : 0 ≤ t) :
    dual m ((-t) • m) = dual m 0 := by
  have h0 : dual m 0 = 0 := by simp [dual, groundEnergy_eq]
  rw [h0, dual, groundEnergy_eq, norm_smul, Real.norm_eq_abs, abs_neg, abs_of_nonneg ht,
    real_inner_smul_left, real_inner_self_eq_norm_sq, hm]
  ring

end

end NoncollinearConstraint
```

Q: What may I carry over to a constrained noncollinear calculation?

A: A caution from a one-spin model: a converged multiplier does not by itself supply a pure state with the target moment. The theorems concern the maximiser, not the convergence of any algorithm, and they include no kinetic energy, interaction or second site. With such terms, the question of a pure state has to be examined afresh.

```lean
#print axioms NoncollinearConstraint.multiplier_search_without_pure_state
#print axioms NoncollinearConstraint.vanishing_moment
#print axioms NoncollinearConstraint.ensemble_has_moment
#print axioms NoncollinearConstraint.dual_flat_of_unit_moment
```

```
'NoncollinearConstraint.multiplier_search_without_pure_state' depends on axioms: [propext, Classical.choice, Quot.sound]
'NoncollinearConstraint.vanishing_moment' depends on axioms: [propext, Classical.choice, Quot.sound]
'NoncollinearConstraint.ensemble_has_moment' depends on axioms: [propext, Classical.choice, Quot.sound]
'NoncollinearConstraint.dual_flat_of_unit_moment' depends on axioms: [propext, Classical.choice, Quot.sound]
```
